# Variance of the trace estimator zᵀAz for independent standardised real entries, and its minimum at random signs

The density of states of a large tight-binding Hamiltonian $H$ can be reconstructed from moments such as $\operatorname{tr} T_k(H)$, where $T_k$ is a Chebyshev polynomial and $H$ has been rescaled to have its spectrum in $[-1,1]$. When $H$ is too large to diagonalise but cheap to apply to a vector, one can draw a random vector $z$, compute $z^{T}T_k(H)z$, and take this number as an estimate of the trace. For real $H$ and independent real entries of mean 0 and variance 1, how much does it fluctuate, and which such distribution of the entries makes it fluctuate least?

## The variance from four-index correlations

Let $A$ be a real $n\times n$ matrix and let $z_1,\dots,z_n$ be independent and identically distributed, each with finitely many possible real values, mean 0, variance 1 and fourth moment $m_4=E[z_i^4]$. Put $Q=z^{T}Az=\sum_{ij}A_{ij}z_iz_j$. Since $E[z_iz_j]=\delta_{ij}$, the mean is $E[Q]=\operatorname{tr}A$.

The second moment of $Q$ needs $E[z_iz_jz_kz_l]$. If some index value occurs exactly once, independence gives a factor $E[z]=0$. Otherwise the indices form two distinct pairs, with expectation 1, or all coincide, with expectation $m_4$. The sum over three pairings gives 1 for two distinct pairs but 3 at full coincidence, so

$$E[z_iz_jz_kz_l]=\delta_{ij}\delta_{kl}+\delta_{ik}\delta_{jl}+\delta_{il}\delta_{jk}+(m_4-3)\,\delta_{ij}\delta_{ik}\delta_{il}.$$

Multiplying by $A_{ij}A_{kl}$ and summing gives

$$E[Q^2]=(\operatorname{tr}A)^2+\sum_{ij}A_{ij}^2+\sum_{ij}A_{ij}A_{ji}+(m_4-3)\sum_iA_{ii}^2.$$

Subtracting $E[Q]^2$ removes the first term. For symmetric $A$ the two double sums are equal; separating their diagonal parts, which contribute $2\sum_iA_{ii}^2$, leaves

$$\operatorname{Var}Q=2\sum_{i\neq j}A_{ij}^2+(m_4-1)\sum_iA_{ii}^2.$$

The law of the entries enters only through $m_4$, and

$$E[(z_i^2-1)^2]=m_4-2+1=m_4-1\ge 0.$$

Random signs have $m_4=1$, so they reach the minimum. For any real $A$, the excess variance of another law is $(m_4-1)\sum_iA_{ii}^2$. If the diagonal of $A$ is not zero, this vanishes exactly when $z_i^2=1$ on every outcome of non-zero probability. If the diagonal is zero, all these laws tie.

## A two-by-two matrix

Take $A=\begin{pmatrix}2&1\\1&3\end{pmatrix}$, with trace 5. For random signs $Q=5+2z_1z_2$, which is 7 or 3 with equal probability: mean 5, variance 4. The formula gives $2(1+1)+0=4$. Now let each entry be $\pm\sqrt3$ with probability $1/6$ each and 0 with probability $2/3$. The variance of an entry is still 1, but $m_4=3$, and $\operatorname{Var}Q=4+2(4+9)=30$.

## Random signs in a moment calculation

In code, one fills $z$ with $\pm1$, generates $T_k(H)z$ by the Chebyshev recurrence, and takes the dot product with $z$. Averaging over $R$ independent probes divides the variance by $R$. For a finite real symmetric Hamiltonian matrix, the remaining noise with random signs comes only from the off-diagonal elements of $T_k(H)$ in the chosen basis.

## The probe vector in Lean

```lean
import Mathlib

open Matrix Finset

namespace StochasticTrace

noncomputable section
```

An `EntryLaw` describes one entry of $z$: outcome `a` has probability `p a` and value `x a`. The fields require normalised non-negative weights, mean 0 and variance 1. These last two conditions, together with independence of the entries, make the estimator unbiased.

```lean
/-- A law for one entry of the random probe vector: finitely many outcomes `a` with
probability `p a` and value `x a`, with mean zero and variance one. -/
structure EntryLaw (S : Type*) [Fintype S] where
  p : S → ℝ
  x : S → ℝ
  p_nonneg : ∀ a, 0 ≤ p a
  p_sum : ∑ a, p a = 1
  mean_zero : ∑ a, p a * x a = 0
  var_one : ∑ a, p a * x a ^ 2 = 1
```

The type `S` holds the outcomes and `n` the basis indices, both finite. Thus $m_4$ is `L.moment 4`.

```lean
variable {S n : Type*} [Fintype S] [Fintype n] [DecidableEq n]

/-- The `k`-th moment of a single entry. -/
def EntryLaw.moment (L : EntryLaw S) (k : ℕ) : ℝ := ∑ a, L.p a * L.x a ^ k
```

A probe is a function `s : n → S`, one outcome per index, and its weight is the product of the single-entry weights. This builds in independence and identical distribution.

```lean
/-- Expectation over probe vectors whose entries are drawn independently from the law `L`. -/
def EntryLaw.expect (L : EntryLaw S) (f : (n → S) → ℝ) : ℝ :=
  ∑ s, (∏ i, L.p (s i)) * f s
```

Variance is the expected squared deviation from the mean, for a single probe.

```lean
/-- Variance of an observable of the random probe vector. -/
def EntryLaw.variance (L : EntryLaw S) (f : (n → S) → ℝ) : ℝ :=
  L.expect fun s => (f s - L.expect f) ^ 2
```

The entry $z_i$ is `L.x (s i)`, and the estimator is the quadratic form $Q$.

```lean
/-- The one-sample trace estimator `zᵀ A z`. -/
def EntryLaw.estimator (L : EntryLaw S) (A : Matrix n n ℝ) (s : n → S) : ℝ :=
  (fun i => L.x (s i)) ⬝ᵥ A *ᵥ (fun i => L.x (s i))

/-- The Kronecker delta. -/
def delta (i j : n) : ℝ := if i = j then 1 else 0

/-- The fair random sign: values `1` and `-1`, each with probability one half. -/
def randomSign : EntryLaw Bool where
  p _ := 1 / 2
  x b := if b then 1 else -1
  p_nonneg _ := by norm_num
  p_sum := by norm_num
  mean_zero := by norm_num
  var_one := by norm_num
```

The definitions cover real entries with finitely many values. Gaussian probes, complex random phases and complex Hermitian matrices are not included. The minimum at random signs is a minimum among real entries only: for the two-by-two matrix above, independent uniform complex phases with the estimator $z^{\dagger}Az$ give $5+2\cos\theta$, with $\theta$ the uniformly distributed phase difference, which has mean 5 and variance 2.

## Correlations of the entries

A product of sums, multiplied out, is a sum over all functions `n → S`. This is the factorisation of expectations for independent entries.

```lean
/-- The expectation of a monomial in the entries is the product of single-entry moments. -/
theorem EntryLaw.expect_monomial (L : EntryLaw S) (c : n → ℕ) :
    L.expect (fun s => ∏ i, L.x (s i) ^ c i) = ∏ i, L.moment (c i) := by
  simp only [EntryLaw.expect, EntryLaw.moment, Finset.prod_univ_sum,
    Fintype.piFinset_univ, Finset.prod_mul_distrib]
```

Linearity comes in two parts.

```lean
/-- The expectation of a finite sum is the sum of the expectations. -/
theorem EntryLaw.expect_sum {ι : Type*} [Fintype ι] (L : EntryLaw S)
    (f : ι → (n → S) → ℝ) :
    L.expect (fun s => ∑ i, f i s) = ∑ i, L.expect (fun s => f i s) := by
  simp only [EntryLaw.expect, Finset.mul_sum]
  exact Finset.sum_comm

/-- A constant factor can be taken out of an expectation. -/
theorem EntryLaw.expect_mul (L : EntryLaw S) (c : ℝ) (f : (n → S) → ℝ) :
    L.expect (fun s => c * f s) = c * L.expect (fun s => f s) := by
  simp only [EntryLaw.expect, Finset.mul_sum]
  exact Finset.sum_congr rfl fun s _ => by ring
```

For the four-index correlation, the exponent of $z_m$ is the number of times $m$ occurs among $i,j,k,l$. The auxiliary fact `hz` treats an index occurring once, and `pair` treats two distinct pairs. The case splits then run through the possible coincidences, with full coincidence giving $m_4$.

```lean
/-- The four-index correlation of the entries is the sum over the three pairings plus
`m4 - 3` times the term in which all indices coincide. -/
theorem EntryLaw.expect_four (L : EntryLaw S) (i j k l : n) :
    L.expect (fun s => L.x (s i) * L.x (s j) * L.x (s k) * L.x (s l)) =
      delta i j * delta k l + delta i k * delta j l + delta i l * delta j k
        + (L.moment 4 - 3) * (delta i j * delta i k * delta i l) := by
  have m0 : L.moment 0 = 1 := by simp [EntryLaw.moment, L.p_sum]
  have m1 : L.moment 1 = 0 := by simpa [EntryLaw.moment] using L.mean_zero
  have m2 : L.moment 2 = 1 := L.var_one
  -- an index occurring exactly once kills the correlation
  have hz : ∀ (c : n → ℕ) (a : n), c a = 1 → ∏ m, L.moment (c m) = 0 :=
    fun c a h => Finset.prod_eq_zero (Finset.mem_univ a) (by rw [h, m1])
  have h := L.expect_monomial (fun m : n => (if i = m then 1 else 0) +
    (if j = m then 1 else 0) + (if k = m then 1 else 0) + (if l = m then 1 else 0))
  simp only [pow_add, Finset.prod_mul_distrib, Finset.prod_pow_boole,
    Finset.mem_univ, if_true] at h
  rw [h]
  clear h
  -- two distinct pairs give one
  have pair : ∀ (a b : n) (c : n → ℕ), c a = 2 → c b = 2 →
      (∀ m, a ≠ m → b ≠ m → c m = 0) → ∏ m, L.moment (c m) = 1 := by
    intro a b c ha hb hc
    refine Finset.prod_eq_one fun m _ => ?_
    by_cases h1 : a = m
    · rw [← h1, ha, m2]
    · by_cases h2 : b = m
      · rw [← h2, hb, m2]
      · rw [hc m h1 h2, m0]
  by_cases hij : i = j
  · subst hij
    by_cases hkl : k = l
    · subst hkl
      by_cases hik : i = k
      · subst hik
        rw [Finset.prod_eq_single i]
        · norm_num [delta]
        · intro m _ hm
          simp [Ne.symm hm, m0]
        · simp
      · rw [pair i k] <;> simp +contextual [delta, hik, Ne.symm hik]
    · by_cases hik : i = k
      · subst hik
        rw [hz _ l] <;> simp [delta, hkl]
      · rw [hz _ k] <;> simp [delta, hik, hkl, Ne.symm hkl]
  · by_cases hik : i = k
    · subst hik
      by_cases hjl : j = l
      · subst hjl
        rw [pair i j] <;> simp +contextual [delta, hij, Ne.symm hij]
      · rw [hz _ j] <;> simp [delta, hij, Ne.symm hij, hjl, Ne.symm hjl]
    · by_cases hil : i = l
      · subst hil
        by_cases hjk : j = k
        · subst hjk
          rw [pair i j] <;> simp +contextual [delta, hij, Ne.symm hij]
        · rw [hz _ j] <;> simp [delta, hij, hik, hjk, Ne.symm hjk]
      · rw [hz _ i] <;>
          simp [delta, hij, hik, hil, Ne.symm hij, Ne.symm hik, Ne.symm hil]
```

## Mean and variance

For the mean, `h2` does the same counting with two indices. Then `hq` writes the estimator as a double sum, and `h2` is applied to each term.

```lean
/-- The estimator is unbiased: its expectation is the trace of `A`. -/
theorem EntryLaw.expect_estimator (L : EntryLaw S) (A : Matrix n n ℝ) :
    L.expect (L.estimator A) = A.trace := by
  have m0 : L.moment 0 = 1 := by simp [EntryLaw.moment, L.p_sum]
  have m1 : L.moment 1 = 0 := by simpa [EntryLaw.moment] using L.mean_zero
  have m2 : L.moment 2 = 1 := L.var_one
  -- distinct entries are uncorrelated
  have h2 : ∀ i j : n, L.expect (fun s => L.x (s i) * L.x (s j)) = delta i j := by
    intro i j
    have h := L.expect_monomial (fun m : n =>
      (if i = m then 1 else 0) + (if j = m then 1 else 0))
    simp only [pow_add, Finset.prod_mul_distrib, Finset.prod_pow_boole,
      Finset.mem_univ, if_true] at h
    rw [h]
    by_cases hij : i = j
    · subst hij
      rw [Finset.prod_eq_one]
      · simp [delta]
      · intro m _
        by_cases h1 : i = m <;> simp [h1, m0, m2]
    · rw [Finset.prod_eq_zero (Finset.mem_univ i)]
      · simp [delta, hij]
      · simp [Ne.symm hij, m1]
  have hq : L.estimator A = fun s => ∑ i, ∑ j, A i j * (L.x (s i) * L.x (s j)) := by
    funext s
    simp only [EntryLaw.estimator, dotProduct, Matrix.mulVec, Finset.mul_sum]
    exact Finset.sum_congr rfl fun i _ => Finset.sum_congr rfl fun j _ => by ring
  rw [hq]
  simp only [EntryLaw.expect_sum, EntryLaw.expect_mul, h2]
  simp [delta, Matrix.trace]
```

For the variance, `key` expands $E[(f-\mu)^2]$ and `hq` writes $Q^2$ as a fourfold sum. The steps `hl`, `hk` and `hj` contract the deltas over $l$, $k$ and $j$ in turn; the squared trace cancels at the end. Symmetry of $A$ is not assumed here.

```lean
/-- Variance of the estimator for an arbitrary real matrix, symmetric or not. -/
theorem EntryLaw.variance_general (L : EntryLaw S) (A : Matrix n n ℝ) :
    L.variance (L.estimator A) = ∑ i, ∑ j, A i j ^ 2 + ∑ i, ∑ j, A i j * A j i
      + (L.moment 4 - 3) * ∑ i, A i i ^ 2 := by
  have one : L.expect (fun _ : n → S => (1 : ℝ)) = 1 := by
    have h := L.expect_monomial (fun _ : n => 0)
    simpa [EntryLaw.moment, L.p_sum] using h
  have key : ∀ (f : (n → S) → ℝ) (μ : ℝ), L.expect (fun s => (f s - μ) ^ 2) =
      L.expect (fun s => f s ^ 2) - 2 * μ * L.expect f
        + μ ^ 2 * L.expect (fun _ : n → S => (1 : ℝ)) := by
    intro f μ
    simp only [EntryLaw.expect, Finset.mul_sum, ← Finset.sum_sub_distrib,
      ← Finset.sum_add_distrib]
    exact Finset.sum_congr rfl fun s _ => by ring
  -- expand the square into a fourfold sum of products of entries
  have hq : (fun s => L.estimator A s ^ 2) = fun s => ∑ i, ∑ j, ∑ k, ∑ l,
      A i j * A k l * (L.x (s i) * L.x (s j) * L.x (s k) * L.x (s l)) := by
    funext s
    have hE : L.estimator A s = ∑ i, ∑ j, A i j * (L.x (s i) * L.x (s j)) := by
      simp only [EntryLaw.estimator, dotProduct, Matrix.mulVec, Finset.mul_sum]
      exact Finset.sum_congr rfl fun i _ => Finset.sum_congr rfl fun j _ => by ring
    rw [hE, sq, Finset.sum_mul]
    refine Finset.sum_congr rfl fun i _ => ?_
    rw [Finset.sum_mul]
    refine Finset.sum_congr rfl fun j _ => ?_
    rw [Finset.mul_sum]
    refine Finset.sum_congr rfl fun k _ => ?_
    rw [Finset.mul_sum]
    exact Finset.sum_congr rfl fun l _ => by ring
  have d : ∀ (a : n) (f : n → ℝ), ∑ l, f l * delta a l = f a := by
    intro a f
    simp [delta]
  -- contract the deltas, first over l, then k, then j
  have hl : ∀ i j k, ∑ l, A i j * A k l * (delta i j * delta k l + delta i k * delta j l
      + delta i l * delta j k + (L.moment 4 - 3) * (delta i j * delta i k * delta i l)) =
      (A i j * delta i j) * A k k + (A i j * A k j) * delta i k
      + (A i j * A k i) * delta j k
      + ((L.moment 4 - 3) * A i j * delta i j * A k i) * delta i k := by
    intro i j k
    have h : ∀ l, A i j * A k l * (delta i j * delta k l + delta i k * delta j l
        + delta i l * delta j k + (L.moment 4 - 3) * (delta i j * delta i k * delta i l)) =
        (A i j * delta i j * A k l) * delta k l + (A i j * delta i k * A k l) * delta j l
        + (A i j * delta j k * A k l) * delta i l
        + ((L.moment 4 - 3) * A i j * delta i j * delta i k * A k l) * delta i l := by
      intro l
      ring
    rw [Finset.sum_congr rfl fun l _ => h l]
    simp only [Finset.sum_add_distrib, d]
    ring
  have hj : ∀ i, ∑ j, ((A i j * delta i j) * A.trace + A i j * A i j + A i j * A j i
      + (L.moment 4 - 3) * A i j * delta i j * A i i) =
      A i i * A.trace + ∑ j, A i j ^ 2 + ∑ j, A i j * A j i
      + (L.moment 4 - 3) * A i i ^ 2 := by
    intro i
    simp only [Finset.sum_add_distrib, ← Finset.sum_mul, d, ← sq]
    ring
  have ht : ∑ i, A i i = A.trace := rfl
  have hk : ∀ i j, ∑ k, ((A i j * delta i j) * A k k + (A i j * A k j) * delta i k
      + (A i j * A k i) * delta j k
      + ((L.moment 4 - 3) * A i j * delta i j * A k i) * delta i k) =
      (A i j * delta i j) * A.trace + A i j * A i j + A i j * A j i
      + (L.moment 4 - 3) * A i j * delta i j * A i i := by
    intro i j
    simp only [Finset.sum_add_distrib, d, ← Finset.mul_sum, ht]
  rw [EntryLaw.variance, key, one, L.expect_estimator, hq]
  simp only [EntryLaw.expect_sum, EntryLaw.expect_mul, EntryLaw.expect_four, hl]
  simp only [hk]
  simp only [hj]
  simp only [Finset.sum_add_distrib, ← Finset.sum_mul, ← Finset.mul_sum, ht]
  ring
```

Symmetry enters through `hs`, which identifies the two double sums, and `hd` separates the diagonal. The sum over `Finset.univ.erase i` runs over $j\neq i$, so each off-diagonal pair is counted twice, as in $\sum_{i\ne j}$.

```lean
/-- For symmetric `A`, the variance of `zᵀ A z` is twice the sum of squared off-diagonal
entries plus `m4 - 1` times the sum of squared diagonal entries. -/
theorem EntryLaw.variance_symmetric (L : EntryLaw S) (A : Matrix n n ℝ) (hA : A.IsSymm) :
    L.variance (L.estimator A) = 2 * ∑ i, ∑ j ∈ Finset.univ.erase i, A i j ^ 2
      + (L.moment 4 - 1) * ∑ i, A i i ^ 2 := by
  have hs : ∑ i, ∑ j, A i j * A j i = ∑ i, ∑ j, A i j ^ 2 :=
    Finset.sum_congr rfl fun i _ => Finset.sum_congr rfl fun j _ => by
      rw [hA.apply i j, sq]
  -- separate the diagonal
  have hd : ∑ i, ∑ j, A i j ^ 2 =
      ∑ i, A i i ^ 2 + ∑ i, ∑ j ∈ Finset.univ.erase i, A i j ^ 2 := by
    rw [← Finset.sum_add_distrib]
    exact Finset.sum_congr rfl fun i _ =>
      (Finset.add_sum_erase Finset.univ (fun j => A i j ^ 2) (Finset.mem_univ i)).symm
  rw [L.variance_general, hs, hd]
  ring
```

## Minimum and equality

The identity for $m_4-1$ is obtained by expanding the square.

```lean
/-- The excess of the fourth moment over one is the mean square deviation of `x²` from one. -/
theorem EntryLaw.moment_four_sub_one (L : EntryLaw S) :
    L.moment 4 - 1 = ∑ a, L.p a * (L.x a ^ 2 - 1) ^ 2 := by
  have h : ∑ a, L.p a * (L.x a ^ 2 - 1) ^ 2 =
      ∑ a, L.p a * L.x a ^ 4 - 2 * ∑ a, L.p a * L.x a ^ 2 + ∑ a, L.p a := by
    rw [Finset.mul_sum, ← Finset.sum_sub_distrib, ← Finset.sum_add_distrib]
    exact Finset.sum_congr rfl fun a _ => by ring
  rw [h, L.var_one, L.p_sum, EntryLaw.moment]
  ring
```

The next theorem compares random signs with any `EntryLaw`, for every real matrix. Its proof subtracts the two general variance formulas and uses that $m_4-1$ and $\sum_iA_{ii}^2$ are both non-negative.

```lean
/-- For every real matrix, random signs give the smallest variance among all
standardised entry laws with finitely many outcomes. -/
theorem randomSign_minimises (L : EntryLaw S) (A : Matrix n n ℝ) :
    randomSign.variance (randomSign.estimator A) ≤ L.variance (L.estimator A) := by
  have hm : randomSign.moment 4 = 1 := by norm_num [EntryLaw.moment, randomSign]
  have h4 : 0 ≤ L.moment 4 - 1 := by
    rw [L.moment_four_sub_one]
    exact Finset.sum_nonneg fun a _ => mul_nonneg (L.p_nonneg a) (sq_nonneg _)
  have hD : 0 ≤ ∑ i, A i i ^ 2 := Finset.sum_nonneg fun i _ => sq_nonneg _
  rw [EntryLaw.variance_general, EntryLaw.variance_general, hm]
  nlinarith [mul_nonneg h4 hD]
```

In the equality case, a non-zero diagonal entry makes $\sum_iA_{ii}^2$ positive, so equal variances force $m_4=1$. A vanishing sum of non-negative terms vanishes term by term, which gives $x^2=1$ wherever the probability is non-zero. The converse substitutes these values back.

```lean
/-- If `A` has a non-zero diagonal entry, a law attains the random-sign variance exactly
when all its outcomes of non-zero probability have value `1` or `-1`. -/
theorem variance_eq_randomSign_iff (L : EntryLaw S) (A : Matrix n n ℝ)
    (hA : ∃ i, A i i ≠ 0) :
    L.variance (L.estimator A) = randomSign.variance (randomSign.estimator A) ↔
      ∀ a, L.p a ≠ 0 → L.x a = 1 ∨ L.x a = -1 := by
  have hm : randomSign.moment 4 = 1 := by norm_num [EntryLaw.moment, randomSign]
  obtain ⟨i, hi⟩ := hA
  have hD : 0 < ∑ i, A i i ^ 2 :=
    Finset.sum_pos' (fun i _ => sq_nonneg _) ⟨i, Finset.mem_univ i, by positivity⟩
  rw [EntryLaw.variance_general, EntryLaw.variance_general, hm]
  constructor
  · intro h a ha
    have h0 : (L.moment 4 - 1) * ∑ i, A i i ^ 2 = 0 := by linear_combination h
    have h1 := (mul_eq_zero.mp h0).resolve_right hD.ne'
    rw [L.moment_four_sub_one] at h1
    -- a vanishing sum of non-negative terms vanishes term by term
    have h2 := (Finset.sum_eq_zero_iff_of_nonneg (fun a _ =>
      mul_nonneg (L.p_nonneg a) (sq_nonneg _))).mp h1 a (Finset.mem_univ a)
    have h3 := (pow_eq_zero_iff two_ne_zero).mp ((mul_eq_zero.mp h2).resolve_left ha)
    have h4 : (L.x a - 1) * (L.x a + 1) = 0 := by linear_combination h3
    rcases mul_eq_zero.mp h4 with h5 | h5
    · left; linarith
    · right; linarith
  · intro h
    have h1 : L.moment 4 - 1 = 0 := by
      rw [L.moment_four_sub_one]
      refine Finset.sum_eq_zero fun a _ => ?_
      by_cases ha : L.p a = 0
      · simp [ha]
      · rcases h a ha with hx | hx <;> simp [hx]
    linear_combination (∑ i, A i i ^ 2) * h1

end

end StochasticTrace
```

```lean
#print axioms StochasticTrace.EntryLaw.variance_symmetric
#print axioms StochasticTrace.randomSign_minimises
#print axioms StochasticTrace.variance_eq_randomSign_iff
```

```
'StochasticTrace.EntryLaw.variance_symmetric' depends on axioms: [propext, Classical.choice, Quot.sound]
'StochasticTrace.randomSign_minimises' depends on axioms: [propext, Classical.choice, Quot.sound]
'StochasticTrace.variance_eq_randomSign_iff' depends on axioms: [propext, Classical.choice, Quot.sound]
```
